# A plane rotation makes a real 2×2 block upper triangular exactly when (tr A)² ≥ 4 det A

What it means to split a block must be fixed first. Here a real 2×2 block A is split when some angle θ makes the lower-left entry of RᵀAR exactly zero, where R is the rotation by θ. The transformation is real, orthogonal and of determinant +1, and the arithmetic is exact.

If complex unitary matrices U were admitted instead, with U†AU (U† the conjugate transpose) in place of RᵀAR, every block would split, because every complex 2×2 matrix has an eigenvector. The inequality (tr A)² ≥ 4 det A would then no longer be necessary for splitting, though complex arithmetic could be required. With real rotations it separates blocks with two real eigenvalues from those that carry a complex conjugate pair.

Real non-symmetric matrices arise in electronic-structure codes, for instance as the projected matrices of equation-of-motion coupled-cluster calculations. For one isolated 2×2 block in exact arithmetic, the criterion tells a real QR code whether the block may be split. The convergence of the QR iteration, rounding errors and the Schur decomposition of larger matrices are not treated.

```lean
import Mathlib

open Matrix

namespace RealSchurBlock

noncomputable section
```

Indices run over 0 and 1, as in the code, so A₁₀ is the lower-left entry, written `A 1 0`. A matrix is written by rows, separated by a semicolon. With c = cos θ and s = sin θ, the rotation is

R = (c, −s ; s, c).

```lean
/-- The rotation of the plane by the angle `θ`. -/
def planeRotation (θ : ℝ) : Matrix (Fin 2) (Fin 2) ℝ :=
  !![Real.cos θ, -Real.sin θ; Real.sin θ, Real.cos θ]
```

The block in the rotated axes is

B = RᵀAR,

which the code calls `rotated A θ`. No symmetry of A is assumed.

```lean
/-- The block `A` expressed in the axes rotated by `θ`, that is `Rᵀ A R`. -/
def rotated (A : Matrix (Fin 2) (Fin 2) ℝ) (θ : ℝ) : Matrix (Fin 2) (Fin 2) ℝ :=
  (planeRotation θ)ᵀ * A * planeRotation θ
```

## (a) The transpose of a rotation is its inverse

**Task.** Show that RᵀR = 1.

**Solution.** The columns of R are u = (c, s) and w = (−s, c), and the entries of RᵀR are their scalar products:

u·u = c² + s² = 1

w·w = s² + c² = 1

u·w = −cs + sc = 0.

The Lean proof computes the same four entries and then reassembles the matrix.

```lean
/-- A plane rotation is orthogonal: its transpose is its inverse. -/
theorem planeRotation_orthogonal (θ : ℝ) :
    (planeRotation θ)ᵀ * planeRotation θ = 1 := by
  have h := Real.sin_sq_add_cos_sq θ
  have r00 : planeRotation θ 0 0 = Real.cos θ := rfl
  have r01 : planeRotation θ 0 1 = -Real.sin θ := rfl
  have r10 : planeRotation θ 1 0 = Real.sin θ := rfl
  have r11 : planeRotation θ 1 1 = Real.cos θ := rfl
  have h00 : ((planeRotation θ)ᵀ * planeRotation θ) 0 0 = 1 := by
    simp only [Matrix.mul_apply, Fin.sum_univ_two, Matrix.transpose_apply, r00, r10]
    linear_combination h
  have h01 : ((planeRotation θ)ᵀ * planeRotation θ) 0 1 = 0 := by
    simp only [Matrix.mul_apply, Fin.sum_univ_two, Matrix.transpose_apply, r00, r01, r10, r11]
    ring
  have h10 : ((planeRotation θ)ᵀ * planeRotation θ) 1 0 = 0 := by
    simp only [Matrix.mul_apply, Fin.sum_univ_two, Matrix.transpose_apply, r00, r01, r10, r11]
    ring
  have h11 : ((planeRotation θ)ᵀ * planeRotation θ) 1 1 = 1 := by
    simp only [Matrix.mul_apply, Fin.sum_univ_two, Matrix.transpose_apply, r01, r11]
    linear_combination h
  rw [Matrix.eta_fin_two ((planeRotation θ)ᵀ * planeRotation θ), h00, h01, h10, h11,
    Matrix.one_fin_two]
```

## (b) The entries of the rotated block

**Task.** Express B through A and θ.

**Solution.** Applying A to the two columns gives

Au = (A₀₀c + A₀₁s, A₁₀c + A₁₁s)

Aw = (A₀₁c − A₀₀s, A₁₁c − A₁₀s).

The entries of B are B₀₀ = u·Au, B₀₁ = u·Aw, B₁₀ = w·Au and B₁₁ = w·Aw. For example,

B₁₀ = c(A₁₀c + A₁₁s) − s(A₀₀c + A₀₁s).

The theorem states all four formulas. Its proof expands the matrix products and leaves the algebra to `ring`.

```lean
/-- The four entries of the rotated block in terms of the original entries and the angle. -/
theorem rotated_entries (A : Matrix (Fin 2) (Fin 2) ℝ) (θ : ℝ) :
    rotated A θ 0 0 = Real.cos θ * (A 0 0 * Real.cos θ + A 0 1 * Real.sin θ)
      + Real.sin θ * (A 1 0 * Real.cos θ + A 1 1 * Real.sin θ) ∧
    rotated A θ 0 1 = Real.cos θ * (A 0 1 * Real.cos θ - A 0 0 * Real.sin θ)
      + Real.sin θ * (A 1 1 * Real.cos θ - A 1 0 * Real.sin θ) ∧
    rotated A θ 1 0 = Real.cos θ * (A 1 0 * Real.cos θ + A 1 1 * Real.sin θ)
      - Real.sin θ * (A 0 0 * Real.cos θ + A 0 1 * Real.sin θ) ∧
    rotated A θ 1 1 = Real.cos θ * (A 1 1 * Real.cos θ - A 1 0 * Real.sin θ)
      - Real.sin θ * (A 0 1 * Real.cos θ - A 0 0 * Real.sin θ) := by
  have r00 : planeRotation θ 0 0 = Real.cos θ := rfl
  have r01 : planeRotation θ 0 1 = -Real.sin θ := rfl
  have r10 : planeRotation θ 1 0 = Real.sin θ := rfl
  have r11 : planeRotation θ 1 1 = Real.cos θ := rfl
  refine ⟨?_, ?_, ?_, ?_⟩ <;>
    simp only [rotated, Matrix.mul_apply, Fin.sum_univ_two, Matrix.transpose_apply,
      r00, r01, r10, r11] <;> ring
```

## (c) The off-diagonal difference is invariant

**Task.** Show that B₀₁ − B₁₀ does not depend on θ.

**Solution.** From (b),

B₀₁ = A₀₁c² + (A₁₁ − A₀₀)cs − A₁₀s²

B₁₀ = A₁₀c² + (A₁₁ − A₀₀)cs − A₀₁s².

The terms in cs cancel in the difference:

B₀₁ − B₁₀ = (A₀₁ − A₁₀)(c² + s²) = A₀₁ − A₁₀.

In Lean, `linear_combination` multiplies the identity s² + c² = 1 by this same factor.

```lean
/-- The difference of the two off-diagonal entries is the same in all rotated axes. -/
theorem offdiagonal_difference_invariant (A : Matrix (Fin 2) (Fin 2) ℝ) (θ : ℝ) :
    rotated A θ 0 1 - rotated A θ 1 0 = A 0 1 - A 1 0 := by
  obtain ⟨-, h01, h10, -⟩ := rotated_entries A θ
  rw [h01, h10]
  linear_combination (A 0 1 - A 1 0) * Real.sin_sq_add_cos_sq θ
```

## (d) A real root gives an eigenvector (cos θ, sin θ)

**Task.** Let μ be a real number with μ² − (tr A)μ + det A = 0. Find an angle θ for which u = (cos θ, sin θ) satisfies Au = μu.

**Solution.** The equation for μ can be written

(μ − A₀₀)(μ − A₁₁) = A₀₁A₁₀.

First try the vector v = (A₀₁, μ − A₀₀). The first row of Av = μv holds identically, and the second is the equation above. If this v is zero, try v = (μ − A₁₁, A₁₀), for which the two rows exchange roles. If that is zero too, then A = μ·1 and v = (1, 0) serves.

Now write v = (x, y) ≠ 0 and r = √(x² + y²). The polar angle θ of v satisfies

cos θ = x/r, sin θ = y/r,

and dividing Av = μv by r gives Au = μu.

The two `by_cases` lines make the same distinctions. The polar angle is obtained as `Complex.arg` of x + iy, whose norm is r; the block itself stays real.

```lean
/-- Every real root `μ` of the characteristic polynomial has an eigenvector of unit length,
given by its polar angle. -/
theorem exists_eigen_angle (A : Matrix (Fin 2) (Fin 2) ℝ) (μ : ℝ)
    (hμ : μ ^ 2 - A.trace * μ + A.det = 0) :
    ∃ θ : ℝ, A 0 0 * Real.cos θ + A 0 1 * Real.sin θ = μ * Real.cos θ ∧
      A 1 0 * Real.cos θ + A 1 1 * Real.sin θ = μ * Real.sin θ := by
  rw [Matrix.trace_fin_two, Matrix.det_fin_two] at hμ
  -- a nonzero eigenvector, read off from the rows of `A - μ`
  have hv : ∃ x y : ℝ, ¬(x = 0 ∧ y = 0) ∧ A 0 0 * x + A 0 1 * y = μ * x ∧
      A 1 0 * x + A 1 1 * y = μ * y := by
    by_cases h : A 0 1 = 0 ∧ μ - A 0 0 = 0
    · by_cases h' : μ - A 1 1 = 0 ∧ A 1 0 = 0
      · exact ⟨1, 0, fun k => one_ne_zero k.1, by linear_combination -h.2,
          by linear_combination h'.2⟩
      · exact ⟨μ - A 1 1, A 1 0, h', by linear_combination -hμ, by ring⟩
    · exact ⟨A 0 1, μ - A 0 0, h, by ring, by linear_combination -hμ⟩
  obtain ⟨x, y, hxy, h1, h2⟩ := hv
  -- its direction is the argument of the complex number `x + i y`
  have hz : (⟨x, y⟩ : ℂ) ≠ 0 := fun h =>
    hxy ⟨congrArg Complex.re h, congrArg Complex.im h⟩
  have hc : Real.cos (Complex.arg ⟨x, y⟩) = x / ‖(⟨x, y⟩ : ℂ)‖ := Complex.cos_arg hz
  have hs : Real.sin (Complex.arg ⟨x, y⟩) = y / ‖(⟨x, y⟩ : ℂ)‖ := Complex.sin_arg _
  refine ⟨Complex.arg ⟨x, y⟩, ?_, ?_⟩
  · rw [hc, hs]
    linear_combination h1 / ‖(⟨x, y⟩ : ℂ)‖
  · rw [hc, hs]
    linear_combination h2 / ‖(⟨x, y⟩ : ℂ)‖
```

## (e) The triangular form, written out

**Task.** For the same μ, find a rotation for which

B = (μ, A₀₁ − A₁₀ ; 0, tr A − μ).

**Solution.** Take θ from (d). Since Au = μu,

B₀₀ = u·Au = μ(u·u) = μ

B₁₀ = w·Au = μ(w·u) = 0.

Part (c) then gives B₀₁ = A₀₁ − A₁₀. Adding the diagonal entries in (b) gives

B₀₀ + B₁₁ = (A₀₀ + A₁₁)(c² + s²) = tr A,

so B₁₁ = tr A − μ, which is the other root. Since μ was any real root, either eigenvalue may be placed first.

The steps `k00`, `k10`, `k01` and `k11` establish these four entries in that order.

```lean
/-- For either real root `μ` of the characteristic polynomial, some rotation brings the block to
upper triangular form with `μ` in the first place and `A 0 1 - A 1 0` above the diagonal. -/
theorem explicit_schur_form (A : Matrix (Fin 2) (Fin 2) ℝ) (μ : ℝ)
    (hμ : μ ^ 2 - A.trace * μ + A.det = 0) :
    ∃ θ : ℝ, rotated A θ = !![μ, A 0 1 - A 1 0; 0, A.trace - μ] := by
  obtain ⟨θ, e1, e2⟩ := exists_eigen_angle A μ hμ
  have h := Real.sin_sq_add_cos_sq θ
  obtain ⟨h00, h01, h10, h11⟩ := rotated_entries A θ
  have k00 : rotated A θ 0 0 = μ := by
    rw [h00]
    linear_combination Real.cos θ * e1 + Real.sin θ * e2 + μ * h
  have k10 : rotated A θ 1 0 = 0 := by
    rw [h10]
    linear_combination Real.cos θ * e2 - Real.sin θ * e1
  have k01 : rotated A θ 0 1 = A 0 1 - A 1 0 := by
    linear_combination offdiagonal_difference_invariant A θ + k10
  have k11 : rotated A θ 1 1 = A.trace - μ := by
    rw [h11, Matrix.trace_fin_two]
    linear_combination (A 0 0 + A 1 1) * h
      - (Real.cos θ * e1 + Real.sin θ * e2 + μ * h)
  exact ⟨θ, by rw [Matrix.eta_fin_two (rotated A θ), k00, k01, k10, k11]⟩
```

## (f) Non-orthogonal real similarity transformations make no further blocks triangular

**Task.** Let P and Q be real matrices with QP = 1, and suppose that T = QAP has T₁₀ = 0. Show that 4 det A ≤ (tr A)².

**Solution.** For square matrices QP = 1 implies PQ = 1. Trace and determinant are therefore unchanged:

tr T = tr(PQA) = tr A

det T = det Q · det A · det P = det A.

Because T₁₀ = 0, det T = T₀₀T₁₁, and so

(tr A)² − 4 det A = (T₀₀ + T₁₁)² − 4T₀₀T₁₁ = (T₀₀ − T₁₁)² ≥ 0.

The hypothesis QP = 1 is needed. With P = Q = 0 the entry T₁₀ vanishes for every A, yet J = (0, −1 ; 1, 0) has trace 0 and determinant 1, and 4 ≤ 0 is false.

In the Lean proof `htr` and `hdet` are the two invariances, and `nlinarith` receives the final square as a hint.

```lean
/-- If any invertible real change of basis `P`, orthogonal or not, makes the block upper
triangular, then `4 det A ≤ (tr A)²`. -/
theorem discriminant_of_real_similarity (A P Q : Matrix (Fin 2) (Fin 2) ℝ)
    (hQP : Q * P = 1) (h : (Q * A * P) 1 0 = 0) : 4 * A.det ≤ A.trace ^ 2 := by
  have hPQ : P * Q = 1 := mul_eq_one_comm.mp hQP
  -- trace and determinant do not depend on the basis
  have htr : (Q * A * P).trace = A.trace := by
    rw [Matrix.trace_mul_comm, ← mul_assoc, hPQ, one_mul]
  have hd : Q.det * P.det = 1 := by
    rw [← Matrix.det_mul, hQP, Matrix.det_one]
  have hdet : (Q * A * P).det = A.det := by
    rw [Matrix.det_mul, Matrix.det_mul]
    linear_combination A.det * hd
  rw [Matrix.trace_fin_two] at htr
  rw [Matrix.det_fin_two, h] at hdet
  rw [← htr, ← hdet]
  nlinarith [sq_nonneg ((Q * A * P) 0 0 - (Q * A * P) 1 1)]
```

## (g) The splitting criterion

**Task.** Show that an angle with B₁₀ = 0 exists if and only if (tr A)² ≥ 4 det A.

**Solution.** If such an angle exists, apply (f) with P = R and Q = Rᵀ, which is allowed by (a). Conversely, if the inequality holds, the number

μ = (tr A + √((tr A)² − 4 det A))/2

is real and solves the characteristic equation, so (e) supplies the rotation. Equality is included: a block with a double real eigenvalue also splits.

The matrix J from (f) is an example for which the inequality fails. J is itself a rotation, by 90°, and plane rotations commute, so RᵀJR = J for every θ and the lower-left entry remains 1.

In Lean the existence of θ is the left side of the equivalence. The two branches after `constructor` are the two directions, and `Real.sq_sqrt` uses the inequality to show that the square root squares back to the discriminant.

```lean
/-- Splitting criterion for a real two by two block: a plane rotation makes it upper triangular
if and only if `(tr A)² ≥ 4 det A`. -/
theorem rotation_splits_block_iff (A : Matrix (Fin 2) (Fin 2) ℝ) :
    (∃ θ : ℝ, rotated A θ 1 0 = 0) ↔ A.trace ^ 2 ≥ 4 * A.det := by
  constructor
  · rintro ⟨θ, h⟩
    exact discriminant_of_real_similarity A _ _ (planeRotation_orthogonal θ) h
  · intro h
    -- the larger root of the characteristic polynomial is real
    have hs : Real.sqrt (A.trace ^ 2 - 4 * A.det) ^ 2 = A.trace ^ 2 - 4 * A.det :=
      Real.sq_sqrt (by linarith)
    obtain ⟨θ, hθ⟩ := explicit_schur_form A
      ((A.trace + Real.sqrt (A.trace ^ 2 - 4 * A.det)) / 2)
      (by linear_combination (1 / 4) * hs)
    exact ⟨θ, by rw [hθ]; rfl⟩
```

## (h) Full diagonalisation by a rotation requires symmetry

**Task.** Show that some rotation makes both B₁₀ and B₀₁ zero if and only if A₀₁ = A₁₀.

**Solution.** If both entries vanish, their difference is zero, and (c) gives A₀₁ = A₁₀. Conversely, for a symmetric block

(tr A)² − 4 det A = (A₀₀ − A₁₁)² + 4A₁₀² ≥ 0,

so (g) gives an angle with B₁₀ = 0. By (c), B₀₁ = B₁₀ + A₀₁ − A₁₀ = 0 as well.

A non-symmetric block with real eigenvalues can thus be made triangular by a rotation, but the entry A₀₁ − A₁₀ stays above the diagonal. The Lean proof takes the same route, with the two squares passed to `nlinarith`.

```lean
/-- A plane rotation removes both off-diagonal entries of the block if and only if the block
is symmetric. -/
theorem rotation_diagonalizes_iff_symmetric (A : Matrix (Fin 2) (Fin 2) ℝ) :
    (∃ θ : ℝ, rotated A θ 1 0 = 0 ∧ rotated A θ 0 1 = 0) ↔ A 0 1 = A 1 0 := by
  constructor
  · rintro ⟨θ, h10, h01⟩
    linear_combination h01 - h10 - offdiagonal_difference_invariant A θ
  · intro h
    -- for a symmetric block the discriminant is a sum of squares
    have hd : A.trace ^ 2 ≥ 4 * A.det := by
      rw [Matrix.trace_fin_two, Matrix.det_fin_two, h]
      nlinarith [sq_nonneg (A 0 0 - A 1 1), sq_nonneg (A 1 0)]
    obtain ⟨θ, hθ⟩ := (rotation_splits_block_iff A).mpr hd
    exact ⟨θ, hθ, by linear_combination offdiagonal_difference_invariant A θ + hθ + h⟩

end

end RealSchurBlock
```

```lean
#print axioms RealSchurBlock.rotation_splits_block_iff
-- 'RealSchurBlock.rotation_splits_block_iff' depends on axioms: [propext, Classical.choice, Quot.sound]
#print axioms RealSchurBlock.rotation_diagonalizes_iff_symmetric
-- 'RealSchurBlock.rotation_diagonalizes_iff_symmetric' depends on axioms: [propext, Classical.choice, Quot.sound]
```
